# Every real function of configuration on finitely many sites equals its cluster expansion in a complete orthonormal point basis

A point basis on a site is taken here to be a finite family of functions of the species that is orthonormal under the site weight and spans all functions of the species; positivity of the weight is then a consequence. With such a basis on each of finitely many sites, every real function of configuration is a sum of products of point functions, with inner products as coefficients.

```lean
import Mathlib

open Finset

namespace ClusterExpansion

noncomputable section

/-- A complete orthonormal point basis on one site: the functions `φ a` of the species are
orthonormal under the weight `w`, and every function of the species is a combination of them. -/
structure IsPointBasis {S K : Type*} [Fintype S] [Fintype K] [DecidableEq K]
    (w : S → ℝ) (φ : K → S → ℝ) : Prop where
  orthonormal : ∀ a b, ∑ s, w s * φ a s * φ b s = if a = b then 1 else 0
  complete : ∀ f : S → ℝ, ∃ c : K → ℝ, ∀ s, f s = ∑ a, c a * φ a s

/-- A binary site with composition 4/5 and 1/5 has the point basis made of the constant 1 and
the function with values -1/2 and 2. -/
theorem isPointBasis_witness :
    IsPointBasis (![4/5, 1/5] : Fin 2 → ℝ) (![![1, 1], ![-1/2, 2]] : Fin 2 → Fin 2 → ℝ) where
  orthonormal := by
    intro a b
    fin_cases a <;> fin_cases b <;> norm_num [Fin.sum_univ_two]
  complete := by
    intro f
    refine ⟨![(4 * f 0 + f 1) / 5, 2 * (f 1 - f 0) / 5], fun s => ?_⟩
    fin_cases s <;> simp [Fin.sum_univ_two] <;> ring

/-- Completeness relation on one site: the point functions of a complete orthonormal basis,
summed in pairs with the weight, give the Kronecker delta of two species. -/
theorem point_completeness {S K : Type*} [Fintype S] [DecidableEq S] [Fintype K] [DecidableEq K]
    {w : S → ℝ} {φ : K → S → ℝ} (h : IsPointBasis w φ) (s t : S) :
    ∑ a, φ a s * φ a t * w t = if s = t then 1 else 0 := by
  -- expand the indicator of the species `t`
  obtain ⟨c, hc⟩ := h.complete (fun s => if s = t then 1 else 0)
  have hc' : ∀ s, (if s = t then (1 : ℝ) else 0) = ∑ a, c a * φ a s := hc
  -- orthonormality identifies its coefficients
  have key : ∀ a, c a = w t * φ a t := by
    intro a
    have e : ∑ s, w s * φ a s * (if s = t then (1 : ℝ) else 0) = w t * φ a t := by simp
    rw [← e]
    calc c a = ∑ b, c b * (if a = b then (1 : ℝ) else 0) := by simp
      _ = ∑ b, c b * ∑ s, w s * φ a s * φ b s := by simp only [h.orthonormal]
      _ = ∑ s, w s * φ a s * ∑ b, c b * φ b s := by
        simp only [Finset.mul_sum]
        rw [Finset.sum_comm]
        exact sum_congr rfl fun s _ => sum_congr rfl fun b _ => by ring
      _ = _ := sum_congr rfl fun s _ => by rw [← hc' s]
  rw [hc' s]
  exact sum_congr rfl fun a _ => by rw [key a]; ring

/-- A weight that admits a complete orthonormal point basis is positive on every species. -/
theorem weight_pos {S K : Type*} [Fintype S] [DecidableEq S] [Fintype K] [DecidableEq K]
    {w : S → ℝ} {φ : K → S → ℝ} (h : IsPointBasis w φ) (t : S) : 0 < w t := by
  have h1 := point_completeness h t t
  rw [if_pos rfl, ← Finset.sum_mul] at h1
  have h2 : 0 ≤ ∑ a, φ a t * φ a t := sum_nonneg fun a _ => mul_self_nonneg _
  by_contra hn
  nlinarith [mul_nonneg h2 (neg_nonneg.mpr (not_lt.mp hn))]

variable {ι : Type*} [Fintype ι] [DecidableEq ι] {S K : ι → Type*}
  [∀ i, Fintype (S i)] [∀ i, DecidableEq (S i)] [∀ i, Fintype (K i)] [∀ i, DecidableEq (K i)]

/-- The product weight of a configuration. -/
def configWeight (w : ∀ i, S i → ℝ) (σ : ∀ i, S i) : ℝ := ∏ i, w i (σ i)

/-- The cluster function `α`: the product of one point function per site. -/
def clusterFn (φ : ∀ i, K i → S i → ℝ) (α : ∀ i, K i) (σ : ∀ i, S i) : ℝ :=
  ∏ i, φ i (α i) (σ i)

/-- The sum of a function of configuration times the product weight; it is the average when the
weights on each site are non-negative and sum to 1. -/
def mean (w : ∀ i, S i → ℝ) (f : (∀ i, S i) → ℝ) : ℝ := ∑ σ, configWeight w σ * f σ

/-- The cluster coefficient: the sum over configurations of a cluster function times `f` times the
product weight. -/
def coeff (w : ∀ i, S i → ℝ) (φ : ∀ i, K i → S i → ℝ) (f : (∀ i, S i) → ℝ)
    (α : ∀ i, K i) : ℝ :=
  ∑ σ, configWeight w σ * clusterFn φ α σ * f σ

variable {w : ∀ i, S i → ℝ} {φ : ∀ i, K i → S i → ℝ}

/-- Completeness relation on the lattice: with a complete orthonormal point basis on every site,
the cluster functions resolve the Kronecker delta of two configurations. -/
theorem cluster_completeness (h : ∀ i, IsPointBasis (w i) (φ i)) (σ τ : ∀ i, S i) :
    ∑ α, clusterFn φ α σ * clusterFn φ α τ * configWeight w τ = if σ = τ then 1 else 0 := by
  calc _ = ∑ α : ∀ i, K i, ∏ i, (φ i (α i) (σ i) * φ i (α i) (τ i) * w i (τ i)) := by
        simp only [clusterFn, configWeight, Finset.prod_mul_distrib]
    _ = ∏ i, ∑ a, φ i a (σ i) * φ i a (τ i) * w i (τ i) :=
        (Fintype.prod_sum (fun i a => φ i a (σ i) * φ i a (τ i) * w i (τ i))).symm
    _ = ∏ i, (if σ i = τ i then (1 : ℝ) else 0) :=
        prod_congr rfl fun i _ => point_completeness (h i) (σ i) (τ i)
    _ = _ := by
        by_cases hστ : σ = τ
        · subst hστ
          simp
        · obtain ⟨i, hi⟩ := Function.ne_iff.mp hστ
          rw [if_neg hστ]
          exact Finset.prod_eq_zero (mem_univ i) (if_neg hi)

/-- Cluster expansion: with a complete orthonormal point basis on every site, each real function
of configuration is the sum of the cluster functions times its inner-product coefficients. -/
theorem cluster_expansion (h : ∀ i, IsPointBasis (w i) (φ i)) (f : (∀ i, S i) → ℝ)
    (σ : ∀ i, S i) : f σ = ∑ α, coeff w φ f α * clusterFn φ α σ := by
  symm
  calc _ = ∑ τ, (∑ α, clusterFn φ α σ * clusterFn φ α τ * configWeight w τ) * f τ := by
        simp only [coeff, Finset.sum_mul]
        rw [Finset.sum_comm]
        exact sum_congr rfl fun τ _ => sum_congr rfl fun α _ => by ring
    _ = f σ := by
        simp only [cluster_completeness h]
        simp

/-- Parseval identity: with a complete orthonormal point basis on every site, the weighted inner
product of two functions of configuration is the sum of products of their coefficients. -/
theorem parseval (h : ∀ i, IsPointBasis (w i) (φ i)) (f g : (∀ i, S i) → ℝ) :
    ∑ σ, configWeight w σ * f σ * g σ = ∑ α, coeff w φ f α * coeff w φ g α := by
  calc _ = ∑ σ, configWeight w σ * f σ * ∑ α, coeff w φ g α * clusterFn φ α σ :=
        sum_congr rfl fun σ _ => by rw [← cluster_expansion h g σ]
    _ = _ := by
        simp only [Finset.mul_sum]
        rw [Finset.sum_comm]
        refine sum_congr rfl fun α _ => ?_
        have e : coeff w φ f α = ∑ σ, configWeight w σ * clusterFn φ α σ * f σ := rfl
        rw [e, Finset.sum_mul]
        exact sum_congr rfl fun σ _ => by ring

/-- If every site has a complete orthonormal point basis containing the constant 1, labelled
`o i`, the variance of `f` is the sum of its squared coefficients other than that of `o`. -/
theorem variance_eq (h : ∀ i, IsPointBasis (w i) (φ i)) (o : ∀ i, K i)
    (ho : ∀ i s, φ i (o i) s = 1) (f : (∀ i, S i) → ℝ) :
    ∑ σ, configWeight w σ * (f σ - mean w f) ^ 2 = ∑ α ∈ univ.erase o, coeff w φ f α ^ 2 := by
  have hW : ∑ σ, configWeight w σ = 1 := by
    calc _ = ∏ i, ∑ s, w i s := (Fintype.prod_sum w).symm
      _ = 1 := Finset.prod_eq_one fun i _ => by
        simpa [ho] using (h i).orthonormal (o i) (o i)
  have hc : coeff w φ f o = mean w f := by simp [coeff, mean, clusterFn, ho]
  have hs : coeff w φ f o ^ 2 + ∑ α ∈ univ.erase o, coeff w φ f α ^ 2
      = ∑ α, coeff w φ f α ^ 2 :=
    Finset.add_sum_erase univ (fun α => coeff w φ f α ^ 2) (mem_univ o)
  have hP : ∑ σ, configWeight w σ * f σ * f σ = ∑ α, coeff w φ f α ^ 2 := by
    rw [parseval h f f]
    exact sum_congr rfl fun α _ => (sq _).symm
  -- expand the square around an arbitrary reference value
  have hexp : ∀ m : ℝ, ∑ σ, configWeight w σ * (f σ - m) ^ 2
      = ∑ σ, configWeight w σ * f σ * f σ - 2 * m * mean w f
        + m ^ 2 * ∑ σ, configWeight w σ := by
    intro m
    unfold mean
    rw [Finset.mul_sum, Finset.mul_sum, ← Finset.sum_sub_distrib, ← Finset.sum_add_distrib]
    exact sum_congr rfl fun σ _ => by ring
  rw [hexp, hW, hP]
  linear_combination (-1) * hs + (coeff w φ f o + mean w f) * hc

omit [∀ i, DecidableEq (S i)] in
/-- Locality: let site `i` have a complete orthonormal point basis containing the constant 1. If
`f` does not depend on the species at `i`, each coefficient with another point function there
vanishes. -/
theorem coeff_eq_zero_of_independent (i : ι) (h : IsPointBasis (w i) (φ i)) (o : K i)
    (ho : ∀ s, φ i o s = 1) (f : (∀ i, S i) → ℝ)
    (hf : ∀ σ s, f (Function.update σ i s) = f σ) (α : ∀ i, K i) (hα : α i ≠ o) :
    coeff w φ f α = 0 := by
  have hu : ∑ s, w i s * φ i (α i) s = 0 := by
    simpa [ho, hα] using h.orthonormal (α i) o
  -- separate the factor of site `i` from a rest that does not see this site
  obtain ⟨r, hr, hsplit⟩ : ∃ r : (∀ j, S j) → ℝ,
      (∀ σ s, r (Function.update σ i s) = r σ) ∧
      ∀ σ, configWeight w σ * clusterFn φ α σ * f σ
        = w i (σ i) * φ i (α i) (σ i) * r σ := by
    refine ⟨fun σ => (∏ j ∈ univ.erase i, w j (σ j) * φ j (α j) (σ j)) * f σ, ?_, ?_⟩
    · intro σ s
      dsimp only
      rw [hf]
      congr 1
      refine prod_congr rfl fun j hj => ?_
      rw [Function.update_of_ne (Finset.ne_of_mem_erase hj)]
    · intro σ
      unfold configWeight clusterFn
      rw [← Finset.prod_mul_distrib, ← Finset.mul_prod_erase univ _ (mem_univ i)]
      ring
  -- exchange the species at `i` with an auxiliary species
  let T : (∀ j, S j) × S i → (∀ j, S j) × S i := fun p => (Function.update p.1 i p.2, p.1 i)
  have hT : Function.Involutive T := by
    rintro ⟨σ, s⟩
    simp [T]
  have hswap : ∑ p : (∀ j, S j) × S i, w i (p.1 i) * φ i (α i) (p.1 i) * r p.1
      = ∑ p : (∀ j, S j) × S i, w i p.2 * φ i (α i) p.2 * r p.1 := by
    refine Fintype.sum_equiv hT.toPerm _ _ fun p => ?_
    change _ = w i (p.1 i) * φ i (α i) (p.1 i) * r (Function.update p.1 i p.2)
    rw [hr]
  have hR : ∑ σ : ∀ j, S j, ∑ s, w i s * φ i (α i) s * r σ = 0 :=
    Finset.sum_eq_zero fun σ _ => by rw [← Finset.sum_mul, hu, zero_mul]
  rw [Fintype.sum_prod_type, Fintype.sum_prod_type, hR] at hswap
  simp only [Finset.sum_const, nsmul_eq_mul, ← Finset.mul_sum] at hswap
  have hne : Nonempty (S i) := by
    by_contra hn
    have := not_nonempty_iff.mp hn
    simpa using h.orthonormal o o
  have hcard : ((univ : Finset (S i)).card : ℝ) ≠ 0 :=
    Nat.cast_ne_zero.mpr (Finset.card_ne_zero.mpr Finset.univ_nonempty)
  unfold coeff
  rw [Finset.sum_congr rfl fun σ _ => hsplit σ]
  exact (mul_eq_zero.mp hswap).resolve_left hcard

end

end ClusterExpansion
```

```lean
#print axioms ClusterExpansion.weight_pos
#print axioms ClusterExpansion.cluster_expansion
#print axioms ClusterExpansion.variance_eq
#print axioms ClusterExpansion.coeff_eq_zero_of_independent
```

```
'ClusterExpansion.weight_pos' depends on axioms: [propext, Classical.choice, Quot.sound]
'ClusterExpansion.cluster_expansion' depends on axioms: [propext, Classical.choice, Quot.sound]
'ClusterExpansion.variance_eq' depends on axioms: [propext, Classical.choice, Quot.sound]
'ClusterExpansion.coeff_eq_zero_of_independent' depends on axioms: [propext, Classical.choice, Quot.sound]
```

Site $i$ carries a finite species set $S_i$, a weight $w_i(s)$ and point functions $\varphi_{i,a}(s)$ with labels $a\in K_i$. In Lean these are `S i`, `w i`, `φ i` and `K i`, so sublattices with different species and compositions are allowed. A configuration $\sigma$ chooses one species $\sigma_i$ per site, and a cluster label $\alpha$ chooses one point function $\alpha_i$ per site. The definitions `configWeight`, `clusterFn` and `coeff` are

$$W(\sigma)=\prod_i w_i(\sigma_i),\qquad \Phi_\alpha(\sigma)=\prod_i\varphi_{i,\alpha_i}(\sigma_i),\qquad c_\alpha(f)=\sum_\sigma W(\sigma)\,\Phi_\alpha(\sigma)\,f(\sigma).$$

When the weights are normalised, $W$ describes an ideal random alloy whose sites are occupied independently. The function $f$ is arbitrary and may be the energy of an interacting system. If one point function on each site is the constant 1, the sites where $\alpha$ selects another function form the cluster in the usual sense.

The predicate `IsPointBasis` has two fields: `orthonormal` gives $\sum_s w(s)\varphi_a(s)\varphi_b(s)=\delta_{ab}$, and `complete` says that each function of the species has some expansion, without saying what its coefficients are. `isPointBasis_witness` gives a binary example with weights $4/5$ and $1/5$, whose point functions are the constant 1 and the function with values $-1/2$ and $2$.

The proof starts on a single site, whose index is dropped. With auxiliary coefficients $c_a$, which are not the cluster coefficients $c_\alpha(f)$, expand the indicator of a species $t$ as $\delta_{st}=\sum_a c_a\varphi_a(s)$, multiply by $w(s)\varphi_b(s)$ and sum over $s$. Orthonormality leaves $c_b=w(t)\varphi_b(t)$, hence

$$\sum_a\varphi_a(s)\,\varphi_a(t)\,w(t)=\delta_{st}.$$

This is `point_completeness`, where `key` identifies the coefficients. Setting $s=t$ gives $w(t)\sum_a\varphi_a(t)^2=1$. The sum of squares is non-negative, so $w(t)>0$, which is `weight_pos`.

For the whole lattice, multiply the single-site relations. Since $\alpha$ chooses its label independently on each site, the sum over $\alpha$ of a product over sites is a product of single-site sums:

$$\sum_\alpha\Phi_\alpha(\sigma)\Phi_\alpha(\tau)W(\tau)=\prod_i\sum_{a\in K_i}\varphi_{i,a}(\sigma_i)\varphi_{i,a}(\tau_i)w_i(\tau_i)=\prod_i\delta_{\sigma_i\tau_i}=\delta_{\sigma\tau}.$$

In `cluster_completeness` the exchange is `Fintype.prod_sum`. For the last equality, either the configurations agree and all factors are 1, or they differ at some site and its factor is 0.

The expansion follows by inserting the definition of the coefficients and exchanging two finite sums:

$$\sum_\alpha c_\alpha(f)\Phi_\alpha(\sigma)=\sum_\tau\Big[\sum_\alpha\Phi_\alpha(\sigma)\Phi_\alpha(\tau)W(\tau)\Big]f(\tau)=f(\sigma).$$

This is `cluster_expansion`, with `Finset.sum_comm` for the exchange. The argument uses only the completeness relation on the lattice, which rests on both the orthonormality and the completeness of the point functions on each site. Orthonormality of the products $\Phi_\alpha$ is not stated in the file.

Expanding the second function in a weighted inner product gives `parseval`:

$$\sum_\sigma W(\sigma)f(\sigma)g(\sigma)=\sum_\alpha c_\alpha(g)\sum_\sigma W(\sigma)f(\sigma)\Phi_\alpha(\sigma)=\sum_\alpha c_\alpha(f)\,c_\alpha(g).$$

Up to this point the weights need not sum to 1. `variance_eq` adds the hypothesis `ho` that on each site the point function labelled $o_i$ is the constant 1. Its normalisation reads $\sum_s w_i(s)=1$, and the weights are positive by `weight_pos`, so $W$ is a probability distribution and `mean` is a true average $\langle f\rangle=\sum_\sigma W(\sigma)f(\sigma)$. Also $\Phi_o=1$, so $c_o(f)=\langle f\rangle$. Expanding the square and using Parseval with $g=f$,

$$\sum_\sigma W(\sigma)\big(f(\sigma)-\langle f\rangle\big)^2=\sum_\alpha c_\alpha(f)^2-c_o(f)^2=\sum_{\alpha\neq o}c_\alpha(f)^2.$$

In Lean, `hexp` expands the square, `hs` splits off the term of $o$, and `linear_combination` assembles the identity.

The last theorem, `coeff_eq_zero_of_independent`, concerns locality. Suppose $f$ does not change when the species at site $i$ is replaced; Lean writes the replacement as `Function.update σ i s`. Let site $i$ have a point basis whose function labelled $o$ is the constant 1, and let $\alpha_i\neq o$. Orthogonality to the constant gives $\sum_s w_i(s)\varphi_{i,\alpha_i}(s)=0$. The summand of the coefficient factorises as

$$W(\sigma)\Phi_\alpha(\sigma)f(\sigma)=w_i(\sigma_i)\,\varphi_{i,\alpha_i}(\sigma_i)\,r(\sigma),$$

where $r$ contains $f$ and the factors of all other sites, and so does not depend on $\sigma_i$. Now add an auxiliary species $s\in S_i$ and sum over all pairs $(\sigma,s)$. Exchanging $\sigma_i$ with $s$ permutes the pairs and leaves $r$ unchanged, so

$$|S_i|\,c_\alpha(f)=\sum_{\sigma,s}w_i(\sigma_i)\varphi_{i,\alpha_i}(\sigma_i)r(\sigma)=\sum_\sigma r(\sigma)\sum_s w_i(s)\varphi_{i,\alpha_i}(s)=0.$$

The set $S_i$ is non-empty, because the constant has norm 1 there, and therefore $c_\alpha(f)=0$. In the code `T` is the exchange, `hT` shows that it is its own inverse, and `hswap` is the middle equality. Nothing is assumed about the weights and point functions on the other sites. If every site has a point basis containing the constant, applying the theorem site by site shows that a function of the species on a few sites has non-zero coefficients only for clusters within those sites.

If electronic-structure calculations assign one energy to each configuration of a fixed finite lattice, the expansion represents these energies exactly when all cluster functions are kept. If each point basis contains the constant 1 and the expansion is truncated to the constant term, `variance_eq` gives the mean-square error, averaged over the ideal random alloy with weight $W$, as the sum of the squared omitted coefficients. The theorems do not say how fast the coefficients of an interacting energy decay with the size of the cluster, and they do not treat coefficients fitted to a limited set of structures. They also do not group clusters by lattice symmetry or treat the infinite crystal.
